# Removing one normalised combination of orthonormal occupied orbitals leaves an idempotent density with one electron fewer

The columns of a real matrix `C` hold finitely many occupied orbitals, one electron in each, expanded in a finite basis and orthonormal in the overlap `S`, so that CᵀSC = 1. An electron is taken from the combination Cu, with u normalised, while the orbitals stay frozen, which leaves the density D = CCᵀ − (Cu)(Cu)ᵀ. The theorem says that DSD = D and that the trace of DS is the number of occupied orbitals minus one. The proof writes D as C(1 − uuᵀ)Cᵀ, shows that 1 − uuᵀ is idempotent, and gets both claims from orthonormality, the second also using the cyclic property of the trace.

This version doesn't compile in Lean 4 with Mathlib:

```lean
import Mathlib

open Matrix

namespace KoopmansOptimality

noncomputable section

variable {n k : Type*} [Fintype n] [Fintype k]

/-- The density left when the occupied combination `C u` is removed, the rest being frozen. -/
def ionDensity (C : Matrix n k ℝ) (u : k → ℝ) : Matrix n n ℝ :=
  C * Cᵀ - vecMulVec (C *ᵥ u) (C *ᵥ u)

/-- For orbitals orthonormal in the overlap `S` and a normalised `u`, the ion density is idempotent
in the metric `S` and contains one electron fewer than there are occupied orbitals. -/
theorem ionDensity_projector (S : Matrix n n ℝ) (C : Matrix n k ℝ) [DecidableEq k]
    (hC : Cᵀ * S * C = 1) (u : k → ℝ) (hu : u ⬝ᵥ u = 1) :
    ionDensity C u * S * ionDensity C u = ionDensity C u ∧
    (ionDensity C u * S).trace = (Fintype.card k : ℝ) - 1 := by
  have hD : ionDensity C u = C * (1 - vecMulVec u u) * Cᵀ := by
    rw [ionDensity, Matrix.mul_sub, Matrix.sub_mul, Matrix.mul_one, Matrix.mul_vecMulVec,
      Matrix.vecMulVec_mul, Matrix.vecMul_transpose]
  have hP : vecMulVec u u * vecMulVec u u = vecMulVec u u := by
    ext i j
    calc _ = u i * u j * (u ⬝ᵥ u) := by
          simp only [Matrix.mul_apply, vecMulVec_apply, dotProduct, Finset.mul_sum]
          exact Finset.sum_congr rfl fun l _ => by ring
      _ = _ := by rw [hu, mul_one, vecMulVec_apply]
  have hQ : (1 - vecMulVec u u) * (1 - vecMulVec u u) = 1 - vecMulVec u u := by
    rw [mul_sub, sub_mul, mul_one, one_mul, hP, sub_self, sub_zero]
  have htr : (vecMulVec u u).trace = 1 := hu
  rw [hD]
  constructor
  · calc _ = C * (1 - vecMulVec u u) * (Cᵀ * S * C) * (1 - vecMulVec u u) * Cᵀ := by
          simp only [Matrix.mul_assoc]
      _ = _ := by rw [hC, Matrix.mul_one, Matrix.mul_assoc C, hQ]
  · calc _ = (C * ((1 - vecMulVec u u) * (Cᵀ * S))).trace := by
          simp only [Matrix.mul_assoc]
      _ = ((1 - vecMulVec u u) * (Cᵀ * S * C)).trace := by
          rw [Matrix.trace_mul_comm, Matrix.mul_assoc]
      _ = _ := by rw [hC, Matrix.mul_one, Matrix.trace_sub, Matrix.trace_one, htr]

end

end KoopmansOptimality
```

The error:

```
Main.lean:31:35: error: Tactic `rewrite` failed: Did not find an occurrence of the pattern
  1 * ?a
in the target expression
  1 - vecMulVec u u * 1 - (1 - vecMulVec u u) * vecMulVec u u = 1 - vecMulVec u u

n : Type u_1
k : Type u_2
inst✝² : Fintype n
inst✝¹ : Fintype k
S : Matrix n n ℝ
C : Matrix n k ℝ
inst✝ : DecidableEq k
hC : Cᵀ * S * C = 1
u : k → ℝ
hu : u ⬝ᵥ u = 1
hD : ionDensity C u = C * (1 - vecMulVec u u) * Cᵀ
hP : vecMulVec u u * vecMulVec u u = vecMulVec u u
⊢ 1 - vecMulVec u u * 1 - (1 - vecMulVec u u) * vecMulVec u u = 1 - vecMulVec u u
```

Diagnosis. The error is in `hQ`, the idempotence of 1 − P, where P is `vecMulVec u u`. After `mul_sub` the left side is (1 − P) * 1 − (1 − P) * P. The pattern of `sub_mul` fits both products, but `rw` settles on the first match, so it expands (1 − P) * 1 into 1 * 1 − P * 1 and leaves (1 − P) * P closed. Then `mul_one` fixes its variable at the first match too, turning 1 * 1 into 1 and leaving P * 1 as it was. No product with 1 on the left remains, and `one_mul` fails, as the message says.

The repair puts `mul_one` before `sub_mul`. Now (1 − P) * 1 becomes 1 − P at once, and the only product `sub_mul` can expand is (1 − P) * P, which gives 1 * P − P * P. That supplies the 1 * P that `one_mul` needs and the P * P that `hP` rewrites to P, after which `sub_self` and `sub_zero` finish.

The change, after which it compiles:

```diff
@@ -29,5 +29,5 @@
       _ = _ := by rw [hu, mul_one, vecMulVec_apply]
   have hQ : (1 - vecMulVec u u) * (1 - vecMulVec u u) = 1 - vecMulVec u u := by
-    rw [mul_sub, sub_mul, mul_one, one_mul, hP, sub_self, sub_zero]
+    rw [mul_sub, mul_one, sub_mul, one_mul, hP, sub_self, sub_zero]
   have htr : (vecMulVec u u).trace = 1 := hu
   rw [hD]
```
